# The Coriolis constants of two orthonormal T2 vibrations of tetrahedral XY4 add up to 1/2

After diagonalising the mass-weighted Hessian of a molecule such as CH4, a rovibrational code forms cross products of the eigenvectors to obtain Coriolis constants. Together with the rotational constant, the constant of each T2 vibration sets the first-order Coriolis splitting of its triply degenerate level. For a tetrahedral XY4 molecule with harmonic modes, the output can be checked against a number that depends on neither the masses nor the force constants:

ζ(a) + ζ(b) = 1/2

Here a and b are the two T2 vibrations, orthonormal in mass-weighted coordinates, and ζ(a) is the Coriolis constant of a about a Cartesian axis. The coupling ζ(a,b) between the two modes is fixed up to sign by a second identity:

ζ(a) ζ(b) − ζ(a,b)² = −1/2

## What the check detects in a normal-mode code

A deviation beyond rounding can come from Cartesian displacements used in place of mass-weighted ones, wrong normalisation, a remaining translation, badly aligned partners, or a Hessian that breaks the tetrahedral symmetry. Alignment needs attention because a diagonaliser returns an arbitrary orthonormal basis of each threefold degenerate space. The formulas below assume that each triple has been rotated so that its members transform like x, y and z, up to one common sign.

The check is blind to errors in the force constants that preserve both the tetrahedral symmetry and translational invariance, since the T2 eigenvectors then change only in how the two vibrations mix. It is equally blind to wrong masses that are used consistently and are equal on the four ligands. Leaving the masses out everywhere is such a case, with all masses equal to one.

## From atomic displacements to the sum rule

Let m > 0 be the mass of the central atom and M > 0 that of each ligand. Ligand i sits in the direction sᵢ, where the four sign vectors are (1,1,1), (1,−1,−1), (−1,1,−1) and (−1,−1,1). A T2 mode has three coefficients a = (a₀, a₁, a₂) and three partners k, one per Cartesian axis. In partner k the mass-weighted displacements are:

- central atom: a₀ along axis k;
- ligand i, component k: a₁/2;
- ligand i, component j ≠ k: (√2/4) a₂ sᵢₖ sᵢⱼ.

The signs square to one, and the products sᵢₖ sᵢⱼ with j ≠ k sum to zero over the four ligands. The overlap of modes a and b in the same partner is therefore

a₀b₀ + 4·(a₁b₁/4) + 8·(a₂b₂/8) = a·b

and different partners have zero overlap.

**Coriolis constant.** For axis k, write p = k+1 and q = k+2, counted cyclically. Take mode a in partner p and mode b in partner q, and add component k of the cross product, u_p v_q − u_q v_p, over all atoms. The central atom gives a₀b₀. Each ligand gives

a₁b₁/4 − (a₂b₂/8) sᵢₚ² sᵢ_q² = a₁b₁/4 − a₂b₂/8

because the signs square to one. With four ligands,

ζ(a,b) = a₀b₀ + a₁b₁ − a₂b₂/2

and ζ(a) means ζ(a,a).

**No translation.** Weighting each displacement by the square root of the atomic mass and summing gives, along axis k,

√m a₀ + 4√M a₁/2 = √m a₀ + 2√M a₁

and zero along the other axes. A vibration must make this vanish.

**Parallel parts.** Let D = a₀b₁ − a₁b₀. Multiply the condition for a by √m b₁ − 2√M b₀ and the condition for b by 2√M a₀ − √m a₁, then add. The mixed terms cancel and leave

(m + 4M) D = 0

so D = 0. Lagrange's identity then reads

(a₀² + a₁²)(b₀² + b₁²) = (a₀b₀ + a₁b₁)² + D² = (a₀b₀ + a₁b₁)²

Orthonormality turns this into

(1 − a₂²)(1 − b₂²) = a₂²b₂²

and hence a₂² + b₂² = 1.

**The two identities.** Normalisation gives ζ(a) = 1 − (3/2)a₂², and likewise for b. Orthogonality gives ζ(a,b) = −(3/2)a₂b₂. Therefore

ζ(a) + ζ(b) = 2 − (3/2)(a₂² + b₂²) = 1/2

ζ(a)ζ(b) − ζ(a,b)² = 1 − (3/2)(a₂² + b₂²) = −1/2

Since 0 ≤ a₂² ≤ 1, any single normalised T2 mode satisfies −1/2 ≤ ζ(a) ≤ 1.

## Numbers for masses 12 and 1

Take m = 12 and M = 1, the mass numbers of methane, and an arbitrarily chosen mixing of the two vibrations:

a = (2/5, −2√3/5, 3/5)

b = (−3/10, 3√3/10, 4/5)

Both are normalised, and a·b = −12/25 + 12/25 = 0. For a the translation condition reads 2√3·(2/5) − 2·(2√3/5) = 0, and b satisfies it in the same way. The constants are

ζ(a) = 16/25 − 9/50 = 0.46

ζ(b) = 9/25 − 8/25 = 0.04

ζ(a,b) = −12/25 − 6/25 = −0.72

Their sum is 0.46 + 0.04 = 0.5, and the determinant is 0.0184 − 0.5184 = −0.5.

## The Lean file

```lean
import Mathlib

open Matrix

namespace TetrahedralCoriolis

noncomputable section

/-- Signs of the Cartesian coordinates of the four ligands, on alternate corners of a cube. -/
def corner : Fin 4 → Fin 3 → ℝ :=
  ![![1, 1, 1], ![1, -1, -1], ![-1, 1, -1], ![-1, -1, 1]]

/-- Mass-weighted displacement (component `j`) of the central atom in partner `k` of the
T2 mode with coefficients `a`. -/
def centralDisp (a : Fin 3 → ℝ) (k j : Fin 3) : ℝ := if j = k then a 0 else 0

/-- Mass-weighted displacement (component `j`) of ligand `i` in partner `k` of the T2 mode `a`:
`a 1` multiplies the uniform ligand pattern and `a 2` the remaining one. -/
def ligandDisp (a : Fin 3 → ℝ) (i : Fin 4) (k j : Fin 3) : ℝ :=
  if j = k then a 1 / 2 else a 2 * √2 / 4 * (corner i k * corner i j)

/-- Component `k` of the cross product of two displacements. -/
def crossComp (k : Fin 3) (u v : Fin 3 → ℝ) : ℝ :=
  u (k + 1) * v (k + 2) - u (k + 2) * v (k + 1)

/-- Coriolis constant about axis `k` between the T2 modes `a` and `b`: the sum over all five
atoms of the cross product of the displacements in partners `k + 1` and `k + 2`. -/
def coriolis (k : Fin 3) (a b : Fin 3 → ℝ) : ℝ :=
  crossComp k (centralDisp a (k + 1)) (centralDisp b (k + 2)) +
    ∑ i, crossComp k (ligandDisp a i (k + 1)) (ligandDisp b i (k + 2))

/-- Net translation (component `j`) carried by partner `k` of the mode `a`, for central
mass `m` and ligand mass `M`. -/
def netShift (m M : ℝ) (a : Fin 3 → ℝ) (k j : Fin 3) : ℝ :=
  √m * centralDisp a k j + ∑ i, √M * ligandDisp a i k j

/-- A T2 mode is a vibration if none of its partners carries a net translation. -/
def IsVibration (m M : ℝ) (a : Fin 3 → ℝ) : Prop := ∀ k j, netShift m M a k j = 0

lemma dot_three (a b : Fin 3 → ℝ) : a ⬝ᵥ b = a 0 * b 0 + a 1 * b 1 + a 2 * b 2 := by
  simp only [dotProduct, Fin.sum_univ_three]

/-- The overlap of the atomic displacements of two T2 modes is the dot product of their
coefficients for equal partners, and zero for different partners. -/
theorem displacement_overlap (a b : Fin 3 → ℝ) (k l : Fin 3) :
    ∑ j, centralDisp a k j * centralDisp b l j +
      ∑ i, ∑ j, ligandDisp a i k j * ligandDisp b i l j = if k = l then a ⬝ᵥ b else 0 := by
  have hs : √2 * √2 = (2 : ℝ) := Real.mul_self_sqrt (by norm_num)
  rw [dot_three]
  fin_cases k <;> fin_cases l <;>
    simp [centralDisp, ligandDisp, corner, Fin.sum_univ_three, Fin.sum_univ_four] <;>
    first
      | ring1
      | linear_combination (a 2 * b 2 / 2) * hs

/-- The Coriolis constant in terms of the mode coefficients: the central and uniform patterns
count with weight `1`, the remaining ligand pattern with weight `-1/2`. -/
theorem coriolis_eq (k : Fin 3) (a b : Fin 3 → ℝ) :
    coriolis k a b = a 0 * b 0 + a 1 * b 1 - a 2 * b 2 / 2 := by
  have h : k + 1 ≠ k + 2 := by fin_cases k <;> decide
  have hs : √2 * √2 = (2 : ℝ) := Real.mul_self_sqrt (by norm_num)
  have hc : ∀ i j, corner i j * corner i j = 1 := by
    intro i j
    fin_cases i <;> fin_cases j <;> simp [corner]
  -- every ligand contributes the same amount
  have ht : ∀ i, crossComp k (ligandDisp a i (k + 1)) (ligandDisp b i (k + 2)) =
      a 1 * b 1 / 4 - a 2 * b 2 / 8 := by
    intro i
    have h1 := hc i (k + 1)
    have h2 := hc i (k + 2)
    simp only [crossComp, ligandDisp, ↓reduceIte, h, h.symm]
    linear_combination
      (-(a 2 * b 2 / 16) * (corner i (k + 1) * corner i (k + 1)) *
        (corner i (k + 2) * corner i (k + 2))) * hs
      - (a 2 * b 2 / 8) * (corner i (k + 2) * corner i (k + 2)) * h1
      - (a 2 * b 2 / 8) * h2
  rw [coriolis, Finset.sum_congr rfl (fun i _ => ht i)]
  simp only [crossComp, centralDisp, ↓reduceIte, h, h.symm, Finset.sum_const,
    Finset.card_univ, Fintype.card_fin, nsmul_eq_mul]
  push_cast
  ring

/-- A T2 mode is a vibration exactly when its coefficients are orthogonal to the translation
`(√m, 2√M, 0)`. -/
theorem isVibration_iff (m M : ℝ) (a : Fin 3 → ℝ) :
    IsVibration m M a ↔ √m * a 0 + 2 * √M * a 1 = 0 := by
  have key : ∀ k j, netShift m M a k j =
      if j = k then √m * a 0 + 2 * √M * a 1 else 0 := by
    intro k j
    fin_cases k <;> fin_cases j <;>
      simp [netShift, centralDisp, ligandDisp, corner, Fin.sum_univ_four] <;> ring
  constructor
  · intro h
    have h0 := h 0 0
    rwa [key, if_pos rfl] at h0
  · intro h k j
    rw [key]
    split_ifs
    · exact h
    · rfl

/-- Two orthonormal T2 vibrations share the remaining ligand pattern completely: the squares
of their coefficients on it add up to one. -/
theorem ligand_pattern_shared {m M : ℝ} (hm : 0 < m) (hM : 0 < M) {a b : Fin 3 → ℝ}
    (hva : IsVibration m M a) (hvb : IsVibration m M b)
    (ha : a ⬝ᵥ a = 1) (hb : b ⬝ᵥ b = 1) (hab : a ⬝ᵥ b = 0) :
    a 2 ^ 2 + b 2 ^ 2 = 1 := by
  rw [isVibration_iff] at hva hvb
  rw [dot_three] at ha hb hab
  have hp : √m * √m = m := Real.mul_self_sqrt hm.le
  have hq : √M * √M = M := Real.mul_self_sqrt hM.le
  -- both modes are orthogonal to the translation, so their first two parts are parallel
  have hD : a 0 * b 1 - a 1 * b 0 = 0 := by
    have h : (m + 4 * M) * (a 0 * b 1 - a 1 * b 0) = 0 := by
      linear_combination (√m * b 1 - 2 * √M * b 0) * hva
        + (2 * √M * a 0 - √m * a 1) * hvb
        - (a 0 * b 1 - a 1 * b 0) * hp - 4 * (a 0 * b 1 - a 1 * b 0) * hq
    exact (mul_eq_zero.mp h).resolve_left (by positivity)
  -- Lagrange's identity for the parallel parts
  have h1 : a 0 ^ 2 + a 1 ^ 2 = 1 - a 2 ^ 2 := by linear_combination ha
  have h2 : b 0 ^ 2 + b 1 ^ 2 = 1 - b 2 ^ 2 := by linear_combination hb
  have h3 : a 0 * b 0 + a 1 * b 1 = -(a 2 * b 2) := by linear_combination hab
  have h4 : (a 0 ^ 2 + a 1 ^ 2) * (b 0 ^ 2 + b 1 ^ 2) = (a 0 * b 0 + a 1 * b 1) ^ 2 := by
    linear_combination (a 0 * b 1 - a 1 * b 0) * hD
  rw [h1, h2, h3] at h4
  linear_combination -h4

/-- Coriolis sum rule for tetrahedral XY4: the constants of two orthonormal T2 vibrations
add up to `1/2`, whatever the masses. -/
theorem coriolis_sum_rule {m M : ℝ} (hm : 0 < m) (hM : 0 < M) {a b : Fin 3 → ℝ}
    (hva : IsVibration m M a) (hvb : IsVibration m M b)
    (ha : a ⬝ᵥ a = 1) (hb : b ⬝ᵥ b = 1) (hab : a ⬝ᵥ b = 0) (k : Fin 3) :
    coriolis k a a + coriolis k b b = 1 / 2 := by
  have key := ligand_pattern_shared hm hM hva hvb ha hb hab
  rw [dot_three] at ha hb
  rw [coriolis_eq, coriolis_eq]
  linear_combination ha + hb - (3 / 2) * key

/-- The Coriolis coupling between two orthonormal T2 vibrations is tied to their own constants:
the determinant of the two-by-two matrix of Coriolis constants is `-1/2`. -/
theorem coriolis_det_rule {m M : ℝ} (hm : 0 < m) (hM : 0 < M) {a b : Fin 3 → ℝ}
    (hva : IsVibration m M a) (hvb : IsVibration m M b)
    (ha : a ⬝ᵥ a = 1) (hb : b ⬝ᵥ b = 1) (hab : a ⬝ᵥ b = 0) (k : Fin 3) :
    coriolis k a a * coriolis k b b - coriolis k a b * coriolis k b a = -1 / 2 := by
  have key := ligand_pattern_shared hm hM hva hvb ha hb hab
  rw [dot_three] at ha hb hab
  -- orthonormality leaves only the coefficients on the remaining ligand pattern
  have h1 : coriolis k a a = 1 - 3 / 2 * a 2 ^ 2 := by
    rw [coriolis_eq]; linear_combination ha
  have h2 : coriolis k b b = 1 - 3 / 2 * b 2 ^ 2 := by
    rw [coriolis_eq]; linear_combination hb
  have h3 : coriolis k a b = -(3 / 2) * (a 2 * b 2) := by
    rw [coriolis_eq]; linear_combination hab
  have h4 : coriolis k b a = -(3 / 2) * (a 2 * b 2) := by
    rw [coriolis_eq]; linear_combination hab
  rw [h1, h2, h3, h4]
  linear_combination -(3 / 2) * key

/-- The Coriolis constant of a normalised T2 mode lies between `-1/2` and `1`. -/
theorem coriolis_bounds {a : Fin 3 → ℝ} (ha : a ⬝ᵥ a = 1) (k : Fin 3) :
    -1 / 2 ≤ coriolis k a a ∧ coriolis k a a ≤ 1 := by
  rw [dot_three] at ha
  rw [coriolis_eq]
  constructor <;> nlinarith [mul_self_nonneg (a 0), mul_self_nonneg (a 1), mul_self_nonneg (a 2)]

/-- The T2 mode that mixes, with angle `θ`, the motion of the central atom against the rigid
ligand cage and the remaining ligand pattern. -/
def mixedMode (m M θ : ℝ) : Fin 3 → ℝ :=
  ![Real.cos θ * (2 * √M / √(m + 4 * M)), -(Real.cos θ * (√m / √(m + 4 * M))), Real.sin θ]

/-- The mixed modes at angles `θ` and `θ + π/2` are orthonormal vibrations, and the first has
Coriolis constant `cos² θ - sin² θ / 2`. -/
theorem mixedMode_witness {m M : ℝ} (hm : 0 < m) (hM : 0 < M) (θ : ℝ) (k : Fin 3) :
    (∀ φ, IsVibration m M (mixedMode m M φ) ∧ mixedMode m M φ ⬝ᵥ mixedMode m M φ = 1) ∧
    mixedMode m M θ ⬝ᵥ mixedMode m M (θ + Real.pi / 2) = 0 ∧
    coriolis k (mixedMode m M θ) (mixedMode m M θ) =
      Real.cos θ ^ 2 - Real.sin θ ^ 2 / 2 := by
  have e0 : ∀ φ, mixedMode m M φ 0 = Real.cos φ * (2 * √M / √(m + 4 * M)) := fun _ => rfl
  have e1 : ∀ φ, mixedMode m M φ 1 = -(Real.cos φ * (√m / √(m + 4 * M))) := fun _ => rfl
  have e2 : ∀ φ, mixedMode m M φ 2 = Real.sin φ := fun _ => rfl
  -- the motion against the cage is normalised
  have hn : (2 * √M / √(m + 4 * M)) ^ 2 + (√m / √(m + 4 * M)) ^ 2 = 1 := by
    have hpos : 0 < m + 4 * M := by positivity
    rw [div_pow, div_pow, mul_pow, Real.sq_sqrt hM.le, Real.sq_sqrt hm.le,
      Real.sq_sqrt hpos.le, ← add_div, div_eq_iff hpos.ne']
    ring
  refine ⟨fun φ => ⟨?_, ?_⟩, ?_, ?_⟩
  · rw [isVibration_iff, e0, e1]
    ring
  · rw [dot_three, e0, e1, e2]
    linear_combination Real.cos φ ^ 2 * hn + Real.sin_sq_add_cos_sq φ
  · rw [dot_three, e0, e1, e2, e0, e1, e2, Real.cos_add_pi_div_two, Real.sin_add_pi_div_two]
    linear_combination -(Real.cos θ * Real.sin θ) * hn
  · rw [coriolis_eq, e0, e1, e2]
    linear_combination Real.cos θ ^ 2 * hn

end

end TetrahedralCoriolis
```

```lean
#print axioms TetrahedralCoriolis.displacement_overlap
-- 'TetrahedralCoriolis.displacement_overlap' depends on axioms: [propext, Classical.choice, Quot.sound]
#print axioms TetrahedralCoriolis.coriolis_sum_rule
-- 'TetrahedralCoriolis.coriolis_sum_rule' depends on axioms: [propext, Classical.choice, Quot.sound]
#print axioms TetrahedralCoriolis.coriolis_det_rule
-- 'TetrahedralCoriolis.coriolis_det_rule' depends on axioms: [propext, Classical.choice, Quot.sound]
#print axioms TetrahedralCoriolis.coriolis_bounds
-- 'TetrahedralCoriolis.coriolis_bounds' depends on axioms: [propext, Classical.choice, Quot.sound]
```

## How the Lean statements encode the molecule

A mode is a function `a : Fin 3 → ℝ`, whose values `a 0`, `a 1`, `a 2` are the coefficients a₀, a₁, a₂. Axes and partners are also indexed by `Fin 3`, where addition is cyclic, so `k + 1` and `k + 2` are the other two axes in right-handed order. `centralDisp` and `ligandDisp` are the mass-weighted displacements listed above, and `coriolis k a b` is the sum of cross products over all five atoms. The closed formula for ζ is a theorem about that sum, not its definition.

`IsVibration m M a` says that `netShift` vanishes for every partner and component. Physically, the centre of mass stays at rest.

`coriolis_sum_rule` assumes positive masses, two modes satisfying `IsVibration`, and the orthonormality conditions `a ⬝ᵥ a = 1`, `b ⬝ᵥ b = 1` and `a ⬝ᵥ b = 0`. It concludes that the two constants add up to 1/2 about every axis `k`. `coriolis_det_rule` has the same hypotheses and gives the determinant. `coriolis_bounds` needs only normalisation.

## How the proofs follow the algebra

Many steps end in `linear_combination`, which checks that the goal is a stated combination of known equations. In the step `hD`, the multipliers of the two translation conditions are the ones used by hand.

- `displacement_overlap` goes through all pairs of partners and confirms that the dot product of coefficients is the overlap of atomic displacements. This gives the orthonormality hypotheses their physical meaning.
- `coriolis_eq` first shows, in the step `ht`, that every ligand contributes a₁b₁/4 − a₂b₂/8, and then adds the central atom.
- `isVibration_iff` reduces the translation condition to one linear equation.
- `ligand_pattern_shared` proves a₂² + b₂² = 1. Its step `hD` is D = 0, where positive masses allow division by m + 4M, and `h4` is Lagrange's identity with D removed.
- The sum and determinant rules substitute this result into the formula for ζ. The bounds follow from the squares being nonnegative.

`mixedMode_witness` supplies examples for all positive masses. `mixedMode` combines the motion of the central atom against the rigid ligand cage with the remaining ligand pattern, at a mixing angle θ. The modes at θ and θ + π/2 meet every hypothesis of the sum rule, and the numbers above are the case cos θ = 4/5, sin θ = 3/5.

## Limits: a regular tetrahedron with aligned partners

The theorems concern a regular tetrahedron with four equal ligand masses. Partial isotopic substitution, as in CH3D, breaks the assumption, and so does a distorted geometry. Anharmonic corrections and higher-order rovibrational terms do not enter.

The three-coefficient form of a T2 mode is built into the definitions. That it covers every T2 displacement of XY4 is a result of group theory that the file takes for granted. No Hessian appears either: a and b are any vectors that satisfy the hypotheses, and the theorems apply to a code's eigenvectors once these are written in this form. The arithmetic is over the real numbers, so the tolerance for a floating-point comparison has to be chosen separately.
